# The Shannon entropy of an orbital's four occupation weights is at most ln 4

Q: Suppose a calculation reports occupations $a=b=0.5$ for the two spins of an orbital and a double occupancy $d=0.6$. The weight for "spin-up only" is then $a-d=-0.1$, and its logarithm is meaningless. Even when the entropy does come out as a number, I can't call it large without knowing the maximum. What excludes the first problem and settles the second?

A: Let $P$ and $Q$ be the spin-up and spin-down occupation operators, taken as commuting orthogonal projections, and let $v$ be a unit vector. Put $a=\langle v,Pv\rangle$, $b=\langle v,Qv\rangle$ and $d=\langle v,PQv\rangle$. The weights of the empty, spin-up, spin-down and doubly occupied orbital are
$$w_0=1-a-b+d,\quad w_1=a-d,\quad w_2=b-d,\quad w_3=d.$$
They are the expectation values of $(1-P)(1-Q)$, $P(1-Q)$, $(1-P)Q$ and $PQ$. If each of these products is a projection $A$, then $\langle v,Av\rangle=\langle v,A^2v\rangle=\langle Av,Av\rangle=\|Av\|^2\ge 0$. Your $d=0.6$ therefore can't come from such a state. Adding the four weights gives 1.

Q: Why are the products projections?

A: The complement is symmetric, and $(1-P)^2=1-2P+P^2=1-P$. For the product, commutation gives $(PQ)^2=P^2Q^2=PQ$ and $\langle PQx,y\rangle=\langle x,QPy\rangle=\langle x,PQy\rangle$. Complements also commute with the other operator, so all four cases follow.

Q: And the maximum?

A: Start from $\ln y\le y-1$, with equality only at $y=1$. For $x>0$ set $y=1/(4x)$ and multiply by $x$:
$$-x\ln x\le x\ln 4+\tfrac14-x,$$
with equality only at $x=\tfrac14$. At $x=0$ the left side is 0 by convention and the right side is $\tfrac14$, so the inequality is strict there. Summing over the weights gives
$$S=-\sum_{i=0}^{3}w_i\ln w_i\le \ln 4+1-1=\ln 4.$$
Equality requires every $w_i=\tfrac14$. Then $d=\tfrac14$, and $a-d=b-d=\tfrac14$ gives $a=b=\tfrac12$. Conversely, these values make all four weights $\tfrac14$.

Q: Now show me the formal version. What is the state space?

A: An arbitrary complex inner product space `E`, of any dimension.

In Lean 4 with Mathlib:

```lean
import Mathlib

open Finset

namespace OrbitalEntropy

noncomputable section

variable {E : Type*} [NormedAddCommGroup E] [InnerProductSpace ℂ E]
```

Q: Where are the electrons?

A: They enter only through the properties of the occupation operators. A fermionic number operator is idempotent because a spin orbital holds zero or one electron, and the operators for the two spins commute. The file assumes these properties and does not build creation and annihilation operators. `Module.End ℂ E` is the type of linear operators on `E`, and `IsProjector` says that one of them is symmetric and idempotent.

```lean
/-- An orthogonal projection, such as the occupation-number operator of a spin orbital:
a symmetric and idempotent operator. -/
structure IsProjector (P : Module.End ℂ E) : Prop where
  symm : ∀ x y, inner ℂ (P x) y = inner ℂ x (P y)
  idem : ∀ x, P (P x) = P x
```

Q: The next definition takes a real part. Does that discard anything?

A: Not for the operators used here. $P$, $Q$ and, thanks to commutation, $PQ$ are symmetric, so their expectation values are already real. The real part just makes `expect` a real number.

```lean
/-- The real part of the inner product of `v` with `A v`. For a normalised state `v` this is the
(real part of the) expectation value of the operator `A`. -/
def expect (A : Module.End ℂ E) (v : E) : ℝ := (inner ℂ v (A v)).re
```

The weights are indexed from 0 to 3, as above, and `P * Q` means that $Q$ acts first.

```lean
/-- For a normalised state `v`, the weights of the empty, spin-up, spin-down and doubly occupied
orbital, where `P` and `Q` are the spin-up and spin-down occupation operators. -/
def orbitalWeight (P Q : Module.End ℂ E) (v : E) : Fin 4 → ℝ :=
  ![1 - expect P v - expect Q v + expect (P * Q) v,
    expect P v - expect (P * Q) v,
    expect Q v - expect (P * Q) v,
    expect (P * Q) v]
```

`Real.negMulLog x` is $-x\ln x$, with value 0 at $x=0$, so the entropy is in natural units.

```lean
/-- The single-orbital entropy: the Shannon entropy of the four occupation weights. -/
def orbitalEntropy (P Q : Module.End ℂ E) (v : E) : ℝ :=
  ∑ i, Real.negMulLog (orbitalWeight P Q v i)
```

Q: Orbital entanglement is normally the von Neumann entropy of a reduced density matrix. You have a Shannon entropy.

A: Yes, and the difference matters. If the full state has definite particle number and definite $S_z$, the one-orbital reduced density matrix is diagonal in the four occupation states, because they differ in particle number or spin projection. The two entropies then agree; this identification is a physical argument that the file does not contain. For a superposition of different particle numbers, $S$ measures the spread of occupations and need not measure entanglement.

Q: Then take me through the proof.

A: The first two lemmas are the closure properties: complements, then commuting products. In the second, `hc` is commutation applied to a vector, and it reorders the factors just as we did.

```lean
/-- If `P` is a projection, `1 - P` is a projection too. -/
theorem IsProjector.compl {P : Module.End ℂ E} (hP : IsProjector P) : IsProjector (1 - P) where
  symm x y := by
    show inner ℂ (x - P x) y = inner ℂ x (y - P y)
    rw [inner_sub_left, inner_sub_right, hP.symm]
  idem x := by simp [hP.idem]

/-- The product of two commuting projections is a projection. -/
theorem IsProjector.mul {P Q : Module.End ℂ E} (hP : IsProjector P) (hQ : IsProjector Q)
    (hPQ : Commute P Q) : IsProjector (P * Q) := by
  have hc : ∀ x, P (Q x) = Q (P x) := fun x => LinearMap.congr_fun hPQ.eq x
  refine ⟨fun x y => ?_, fun x => ?_⟩
  · show inner ℂ (P (Q x)) y = inner ℂ x (P (Q y))
    rw [hP.symm, hQ.symm, hc]
  · show P (Q (P (Q x))) = P (Q x)
    rw [← hc (Q x), hQ.idem, hP.idem]
```

Next comes $\langle v,Pv\rangle=\|Pv\|^2$, from idempotence and symmetry.

```lean
/-- For a projection `P` and any vector `v`, `expect P v` is the squared norm of `P v`. -/
theorem expect_eq_norm_sq {P : Module.End ℂ E} (hP : IsProjector P) (v : E) :
    expect P v = ‖P v‖ ^ 2 := by
  have h : inner ℂ v (P v) = inner ℂ (P v) (P v) := by rw [hP.symm v (P v), hP.idem]
  unfold expect
  rw [h]
  exact inner_self_eq_norm_sq (𝕜 := ℂ) (P v)
```

The probability statement combines them. `h1`, `h2` and `h3` supply the commutation relations for complements, `pos` gives nonnegativity, and `e0`, `e1` and `e2` expand the products into the formulas for $w_0$, $w_1$ and $w_2$. Normalisation enters in `e0`, where the identity operator has expectation value 1.

```lean
/-- In a normalised state the four occupation weights are nonnegative and sum to one. -/
theorem orbitalWeight_probability {P Q : Module.End ℂ E} (hP : IsProjector P)
    (hQ : IsProjector Q) (hPQ : Commute P Q) {v : E} (hv : ‖v‖ = 1) :
    (∀ i, 0 ≤ orbitalWeight P Q v i) ∧ ∑ i, orbitalWeight P Q v i = 1 := by
  have one : (inner ℂ v v).re = 1 := by simp [hv]
  have h1 : Commute P (1 - Q) := (Commute.one_right P).sub_right hPQ
  have h2 : Commute (1 - P) Q := (Commute.one_left Q).sub_left hPQ
  have h3 : Commute (1 - P) (1 - Q) := (Commute.one_left _).sub_left h1
  have pos : ∀ {A : Module.End ℂ E}, IsProjector A → 0 ≤ expect A v := fun hA => by
    rw [expect_eq_norm_sq hA]; positivity
  -- each weight is the expectation value of a product of projections
  have e0 : expect ((1 - P) * (1 - Q)) v
      = 1 - expect P v - expect Q v + expect (P * Q) v := by
    simp only [expect, Module.End.mul_apply, LinearMap.sub_apply, Module.End.one_apply,
      map_sub, inner_sub_right, Complex.sub_re, one]
    ring
  have e1 : expect (P * (1 - Q)) v = expect P v - expect (P * Q) v := by
    simp only [expect, Module.End.mul_apply, LinearMap.sub_apply, Module.End.one_apply,
      map_sub, inner_sub_right, Complex.sub_re]
  have e2 : expect ((1 - P) * Q) v = expect Q v - expect (P * Q) v := by
    simp only [expect, Module.End.mul_apply, LinearMap.sub_apply, Module.End.one_apply,
      inner_sub_right, Complex.sub_re]
  constructor
  · intro i
    match i with
    | 0 => exact le_of_le_of_eq (pos (hP.compl.mul hQ.compl h3)) e0
    | 1 => exact le_of_le_of_eq (pos (hP.mul hQ.compl h1)) e1
    | 2 => exact le_of_le_of_eq (pos (hP.compl.mul hQ h2)) e2
    | 3 => exact pos (hP.mul hQ hPQ)
  · rw [Fin.sum_univ_four]
    show (1 - expect P v - expect Q v + expect (P * Q) v) + (expect P v - expect (P * Q) v)
      + (expect Q v - expect (P * Q) v) + expect (P * Q) v = 1
    ring
```

Q: Where is the logarithmic inequality?

A: In `shannon_four`, which concerns any four probabilities. Its `lt` is the strict bound away from $\tfrac14$, with $x=0$ treated separately; `le` adds the point $\tfrac14$, and `hs` sums the right-hand sides to $\ln 4$. If some probability differed from $\tfrac14$, one strict term would make the whole sum strictly smaller, which proves the equality condition.

```lean
/-- The Shannon entropy of four probabilities is at most `ln 4`, with equality exactly when
all of them are `1/4`. -/
theorem shannon_four (p : Fin 4 → ℝ) (h0 : ∀ i, 0 ≤ p i) (h1 : ∑ i, p i = 1) :
    ∑ i, Real.negMulLog (p i) ≤ Real.log 4 ∧
      (∑ i, Real.negMulLog (p i) = Real.log 4 ↔ ∀ i, p i = 1 / 4) := by
  have quarter : Real.negMulLog (1 / 4) = 1 / 4 * Real.log 4 := by
    rw [Real.negMulLog, one_div, Real.log_inv]; ring
  -- tangent-line bound, strict away from 1/4
  have lt : ∀ x : ℝ, 0 ≤ x → x ≠ 1 / 4 →
      Real.negMulLog x < x * Real.log 4 + (1 / 4 - x) := by
    intro x hx hne
    rcases hx.eq_or_lt with rfl | h
    · norm_num [Real.negMulLog]
    · have hl := Real.log_lt_sub_one_of_pos (x := (4 * x)⁻¹) (by positivity)
        (fun h' => hne (by rw [inv_eq_one] at h'; linarith))
      rw [Real.log_inv, Real.log_mul (by norm_num) h.ne'] at hl
      have m := mul_lt_mul_of_pos_left hl h
      have e : x * (4 * x)⁻¹ = 1 / 4 := by field_simp
      rw [mul_sub, e] at m
      rw [Real.negMulLog]
      linarith
  have le : ∀ x : ℝ, 0 ≤ x → Real.negMulLog x ≤ x * Real.log 4 + (1 / 4 - x) := by
    intro x hx
    by_cases h : x = 1 / 4
    · rw [h, quarter]; linarith
    · exact (lt x hx h).le
  have hs : ∑ i, (p i * Real.log 4 + (1 / 4 - p i)) = Real.log 4 := by
    simp only [Fin.sum_univ_four] at h1 ⊢
    linear_combination (Real.log 4 - 1) * h1
  refine ⟨(sum_le_sum fun i _ => le (p i) (h0 i)).trans_eq hs, fun h i => ?_, fun h => ?_⟩
  · by_contra hi
    have := sum_lt_sum (fun j _ => le (p j) (h0 j)) ⟨i, mem_univ i, lt (p i) (h0 i) hi⟩
    linarith
  · simp only [Fin.sum_univ_four, h, quarter]
    ring
```

The main theorem applies this to the orbital weights. Its hypotheses are that `P` and `Q` are projections, that they commute, and that `v` has norm 1. Its conclusion is the bound, together with equality exactly when $a=b=\tfrac12$ and $d=\tfrac14$. The remaining work is the linear arithmetic between weights and expectation values.

```lean
/-- The single-orbital entropy is at most `ln 4`, with equality exactly when each spin orbital
is half occupied and the double occupancy is `1/4`. -/
theorem orbitalEntropy_le_log_four {P Q : Module.End ℂ E} (hP : IsProjector P)
    (hQ : IsProjector Q) (hPQ : Commute P Q) {v : E} (hv : ‖v‖ = 1) :
    orbitalEntropy P Q v ≤ Real.log 4 ∧
      (orbitalEntropy P Q v = Real.log 4 ↔
        expect P v = 1 / 2 ∧ expect Q v = 1 / 2 ∧ expect (P * Q) v = 1 / 4) := by
  obtain ⟨h0, h1⟩ := orbitalWeight_probability hP hQ hPQ hv
  obtain ⟨hle, heq⟩ := shannon_four _ h0 h1
  refine ⟨hle, heq.trans ⟨fun h => ?_, ?_⟩⟩
  · have w1 : expect P v - expect (P * Q) v = 1 / 4 := h 1
    have w2 : expect Q v - expect (P * Q) v = 1 / 4 := h 2
    have w3 : expect (P * Q) v = 1 / 4 := h 3
    exact ⟨by linarith, by linarith, w3⟩
  · rintro ⟨ha, hb, hd⟩ i
    unfold orbitalWeight
    rw [ha, hb, hd]
    fin_cases i <;> norm_num
```

Q: What about the other end of the scale? I would expect zero entropy for an orbital whose spin-up and spin-down occupations are both definite.

A: That holds in both directions. For probabilities every term $-w_i\ln w_i$ is nonnegative, so a zero sum makes each term zero and each weight 0 or 1. Since $a=w_1+w_3$ and the weights sum to 1, $a$ is 0 or 1, and likewise $b=w_2+w_3$. If $a=0$, then $\|Pv\|^2=0$ and $Pv=0$. If $a=1$, then $\|(1-P)v\|^2=1-a=0$ and $Pv=v$. The next lemma is this last step.

```lean
/-- A projection with expectation value 0 or 1 in a normalised state annihilates the state or
leaves it unchanged. -/
theorem sharp_of_expect {P : Module.End ℂ E} (hP : IsProjector P) {v : E} (hv : ‖v‖ = 1)
    (h : expect P v = 0 ∨ expect P v = 1) : P v = 0 ∨ P v = v := by
  rcases h with h | h
  · rw [expect_eq_norm_sq hP] at h
    exact Or.inl (norm_eq_zero.mp (pow_eq_zero_iff two_ne_zero |>.mp h))
  · have one : (inner ℂ v v).re = 1 := by simp [hv]
    have e : expect (1 - P) v = 1 - expect P v := by
      simp only [expect, LinearMap.sub_apply, Module.End.one_apply, inner_sub_right,
        Complex.sub_re, one]
    rw [expect_eq_norm_sq hP.compl, h, sub_self] at e
    have z : v - P v = 0 := norm_eq_zero.mp (pow_eq_zero_iff two_ne_zero |>.mp e)
    exact Or.inr (sub_eq_zero.mp z).symm
```

The theorem has the same hypotheses as the upper bound: `P` and `Q` are commuting projections and `v` has norm 1. Its proof splits into cases on the weights to obtain $a$ and $b$. For the converse, if each operator annihilates $v$ or leaves it unchanged, one weight is 1 and the others are 0, so substitution gives zero entropy.

```lean
/-- The single-orbital entropy vanishes exactly when each of the two occupation operators
annihilates the state or leaves it unchanged. -/
theorem orbitalEntropy_eq_zero_iff {P Q : Module.End ℂ E} (hP : IsProjector P)
    (hQ : IsProjector Q) (hPQ : Commute P Q) {v : E} (hv : ‖v‖ = 1) :
    orbitalEntropy P Q v = 0 ↔ (P v = 0 ∨ P v = v) ∧ (Q v = 0 ∨ Q v = v) := by
  obtain ⟨h0, h1⟩ := orbitalWeight_probability hP hQ hPQ hv
  constructor
  · intro h
    have hle : ∀ i, orbitalWeight P Q v i ≤ 1 := fun i =>
      (single_le_sum (f := orbitalWeight P Q v) (fun j _ => h0 j) (mem_univ i)).trans_eq h1
    have hz := (sum_eq_zero_iff_of_nonneg
      (fun i _ => Real.negMulLog_nonneg (h0 i) (hle i))).mp h
    -- zero entropy forces every weight to be 0 or 1
    have hw : ∀ i, orbitalWeight P Q v i = 0 ∨ orbitalWeight P Q v i = 1 := by
      intro i
      have hi := hz i (mem_univ i)
      rw [Real.negMulLog] at hi
      rcases mul_eq_zero.mp hi with h | h
      · left; linarith
      · rcases Real.log_eq_zero.mp h with h | h | h
        · exact Or.inl h
        · exact Or.inr h
        · linarith [h0 i]
    have n0 : 0 ≤ 1 - expect P v - expect Q v + expect (P * Q) v := h0 0
    have n1 : 0 ≤ expect P v - expect (P * Q) v := h0 1
    have n2 : 0 ≤ expect Q v - expect (P * Q) v := h0 2
    have w1 : expect P v - expect (P * Q) v = 0 ∨ expect P v - expect (P * Q) v = 1 := hw 1
    have w2 : expect Q v - expect (P * Q) v = 0 ∨ expect Q v - expect (P * Q) v = 1 := hw 2
    have w3 : expect (P * Q) v = 0 ∨ expect (P * Q) v = 1 := hw 3
    constructor
    · apply sharp_of_expect hP hv
      rcases w1 with h | h <;> rcases w3 with h' | h' <;>
        first | (left; linarith) | (right; linarith)
    · apply sharp_of_expect hQ hv
      rcases w2 with h | h <;> rcases w3 with h' | h' <;>
        first | (left; linarith) | (right; linarith)
  · rintro ⟨hp | hp, hq | hq⟩ <;>
      simp [orbitalEntropy, orbitalWeight, expect, Fin.sum_univ_four, hp, hq, hv]
```

Q: Is the upper bound ever reached, or is $\ln 4$ merely a safe overestimate?

A: It is reached on the four-dimensional space of a single orbital. `occ S` keeps the components whose labels lie in `S` and sets the others to zero. Spin-up is occupied in states 1 and 3, spin-down in states 2 and 3.

```lean
/-- The projection on the occupation states in `S`, where 0, 1, 2, 3 label the empty, spin-up,
spin-down and doubly occupied orbital. -/
def occ (S : Finset (Fin 4)) : Module.End ℂ (EuclideanSpace ℂ (Fin 4)) where
  toFun x := WithLp.toLp 2 (fun i => if i ∈ S then x i else 0)
  map_add' x y := by ext i; by_cases h : i ∈ S <;> simp [h]
  map_smul' c x := by ext i; by_cases h : i ∈ S <;> simp [h]
```

The state has amplitude $\tfrac12$ on each occupation state, so its squared norm is $4\cdot\tfrac14=1$.

```lean
/-- The equal superposition of the four occupation states. -/
def equalState : EuclideanSpace ℂ (Fin 4) := WithLp.toLp 2 (fun _ => 1 / 2)
```

The final theorem checks the projection properties and commutation component by component. Two components survive each occupation operator, giving $a=b=\tfrac12$, and one survives their product, giving $d=\tfrac14$. The equality condition then yields $\ln 4$.

```lean
/-- The spin-up and spin-down occupation operators of one orbital are commuting projections,
and the normalised equal superposition has orbital entropy `ln 4`. -/
theorem orbitalEntropy_witness :
    IsProjector (occ {1, 3}) ∧ IsProjector (occ {2, 3}) ∧ Commute (occ {1, 3}) (occ {2, 3}) ∧
      ‖equalState‖ = 1 ∧ orbitalEntropy (occ {1, 3}) (occ {2, 3}) equalState = Real.log 4 := by
  have proj : ∀ S, IsProjector (occ S) := by
    intro S
    refine ⟨fun x y => ?_, fun x => ?_⟩
    · rw [PiLp.inner_apply, PiLp.inner_apply]
      refine sum_congr rfl fun i _ => ?_
      by_cases h : i ∈ S <;> simp [occ, h]
    · ext i
      by_cases h : i ∈ S <;> simp [occ, h]
  have comm : Commute (occ {1, 3}) (occ {2, 3}) := by
    show occ {1, 3} * occ {2, 3} = occ {2, 3} * occ {1, 3}
    refine LinearMap.ext fun x => ?_
    ext i
    fin_cases i <;> simp [occ]
  have hn : ‖equalState‖ = 1 := by
    have h : ‖equalState‖ ^ 2 = 1 := by
      rw [EuclideanSpace.norm_sq_eq, Fin.sum_univ_four]
      norm_num [equalState]
    exact (pow_eq_one_iff_of_nonneg (norm_nonneg _) two_ne_zero).mp h
  refine ⟨proj _, proj _, comm, hn,
    (orbitalEntropy_le_log_four (proj _) (proj _) comm hn).2.mpr ⟨?_, ?_, ?_⟩⟩
  · rw [expect_eq_norm_sq (proj _), EuclideanSpace.norm_sq_eq, Fin.sum_univ_four]
    simp (decide := true) [occ, equalState]
    norm_num
  · rw [expect_eq_norm_sq (proj _), EuclideanSpace.norm_sq_eq, Fin.sum_univ_four]
    simp (decide := true) [occ, equalState]
    norm_num
  · rw [expect_eq_norm_sq ((proj _).mul (proj _) comm), EuclideanSpace.norm_sq_eq,
      Fin.sum_univ_four]
    simp (decide := true) [occ, equalState]
    norm_num

end

end OrbitalEntropy
```

```lean
#print axioms OrbitalEntropy.orbitalEntropy_le_log_four
#print axioms OrbitalEntropy.orbitalEntropy_eq_zero_iff
```

```
'OrbitalEntropy.orbitalEntropy_le_log_four' depends on axioms: [propext, Classical.choice, Quot.sound]
'OrbitalEntropy.orbitalEntropy_eq_zero_iff' depends on axioms: [propext, Classical.choice, Quot.sound]
```

Q: But that is a pure state of an isolated orbital. It isn't entangled with anything.

A: Correct. It also mixes particle numbers, so it is a case where the Shannon and von Neumann entropies differ: the latter is zero. It shows that the bound on $S$ is sharp under the file's assumptions, but it is not a physical state: it superposes even and odd electron numbers, which the fermion-parity superselection rule forbids. An admissible state that reaches $\ln 4$ has two electrons in two orbitals, $\tfrac12(|20\rangle+|02\rangle+|{\uparrow\downarrow}\rangle+|{\downarrow\uparrow}\rangle)$, where the entries give the occupations of the first and second orbital. It has definite particle number and $S_z=0$, and all four weights of each orbital are $\tfrac14$. The file does not contain this second example.

Q: So what may I use when I look at orbital entropies to select an active space?

A: For a pure many-electron state with definite particle number and $S_z$, you can read each single-orbital entropy on a scale from 0 to $\ln 4$. The theorems fix the ends of that scale, but they supply no threshold for including an orbital and say nothing about the mutual information between two orbitals.
